# A real symmetric matrix has a complete orthonormal set of eigenvectors

The theorem says that a finite real symmetric matrix H has real eigenvalues e_k and eigenvectors v_k that are orthonormal and complete. A Hamiltonian gives such a matrix in a finite orthonormal basis in which its matrix elements are all real; in general its matrix is complex Hermitian. Completeness is the resolution of the identity, written in components: the sum over k of v_k(i) v_k(j) is 1 if i = j and 0 otherwise. The proof takes the eigenvalues and an orthonormal eigenvector basis from Mathlib and makes the eigenvectors the rows of a square matrix V. Orthonormality then says that V Vᵀ = 1. Since a one-sided inverse of a square matrix is two-sided, Vᵀ V = 1 as well, and the entries of this equation are the completeness relation.

As first written in Lean, the proof fails:

```lean
import Mathlib

open Matrix Filter Topology

namespace CompleteEigenvectors

noncomputable section

variable {ι κ : Type*} [Fintype ι] [Fintype κ]

/-- A real Hermitian matrix has orthonormal eigenvectors, and they are complete. -/
theorem complete_eigenvectors [DecidableEq κ] {H : Matrix κ κ ℝ} (hH : H.IsHermitian) :
    ∃ (e : κ → ℝ) (v : κ → κ → ℝ), (∀ k, H *ᵥ v k = e k • v k) ∧
      (∀ k l, v k ⬝ᵥ v l = if k = l then 1 else 0) ∧
      ∀ i j, ∑ k, v k i * v k j = if i = j then 1 else 0 := by
  have hin : ∀ x y : EuclideanSpace ℝ κ, inner ℝ x y = x.ofLp ⬝ᵥ y.ofLp := fun x y => by
    simp [PiLp.inner_apply, dotProduct, mul_comm]
  obtain ⟨e, v, hev, ho⟩ : ∃ (e : κ → ℝ) (v : κ → κ → ℝ), (∀ k, H *ᵥ v k = e k • v k) ∧
      ∀ k l, v k ⬝ᵥ v l = if k = l then 1 else 0 :=
    ⟨hH.eigenvalues, fun k => (hH.eigenvectorBasis k).ofLp,
      fun k => hH.mulVec_eigenvectorBasis k, fun k l =>
        (hin _ _).symm.trans (orthonormal_iff_ite.1 hH.eigenvectorBasis.orthonormal k l)⟩
  refine ⟨e, v, hev, ho, fun i j => ?_⟩
  have hW : of v * (of v)ᵀ = 1 := by
    ext k l
    rw [one_apply]
    exact ho k l
  -- a one-sided inverse of a square matrix is two-sided
  have h2 := congrFun (congrFun (mul_eq_one_comm.1 hW) i) j
  rw [mul_apply, one_apply] at h2
  exact h2

end

end CompleteEigenvectors
```

Lean reports:

```
Main.lean:29:22: error: Application type mismatch: The argument
  congrFun (mul_eq_one_comm.mp ?m.257) i
has type
  (?m.254 * ?m.253) i = 1 i
but is expected to have type
  ?m.244 = ?m.245
in the application
  congrFun (congrFun (mul_eq_one_comm.mp ?m.257) i)
Main.lean:15:57: error: stuck at solving universe constraint
  ?u.183 + 1 =?= imax (u_2 + 1) ?u.181
while trying to unify
  Eq.{imax (u_2 + 1) ?u.181} (HMul.hMul.{?u.183, ?u.183, ?u.183} ?m.254 ?m.253) (OfNat.ofNat.{?u.183} 1) : Prop
with
  Eq.{?u.183 + 1} (HMul.hMul.{?u.183, ?u.183, ?u.183} ?m.254 ?m.253) (OfNat.ofNat.{?u.183} 1) : Prop
```

As a diff, the version that Lean accepts:

```diff
@@ -27,5 +27,6 @@
     exact ho k l
   -- a one-sided inverse of a square matrix is two-sided
-  have h2 := congrFun (congrFun (mul_eq_one_comm.1 hW) i) j
+  have hW' : (of v)ᵀ * of v = 1 := mul_eq_one_comm.1 hW
+  have h2 : ((of v)ᵀ * of v) i j = (1 : Matrix κ κ ℝ) i j := by rw [hW']
   rw [mul_apply, one_apply] at h2
   exact h2
```

What went wrong. Both errors come from the line that defines `h2`. `congrFun` turns an equality of functions into an equality of their values, and here it is applied twice to get from a matrix equation to one entry. But `h2` has no stated type, and Lean had not yet used `hW` (the placeholder `?m.257`) to learn which matrices `mul_eq_one_comm` was about. The first message says that the inner `congrFun` gives an equation between values at `i`, which Lean could not match with the equality of functions the outer one needs. The second is the same lack of information at the level of universes: Lean could not reconcile the universe of a general function type with that of the unknown type in which the product is taken.

The repair first states `hW'` as an equation between explicit matrices, so `mul_eq_one_comm.1 hW` is checked against a known type. It then states the equality of the `i`, `j` entries in full and proves it by rewriting with `hW'`, so `congrFun` is no longer needed.
